# The high-density limit of the longitudinal exchange factor of a relativistic electron gas is 1/3 + (2/3) ln 2

The theorem `PhiL_high_density` concerns the longitudinal (Coulomb) exchange factor Φ_L(b) of a relativistic electron gas, where b is the Fermi momentum in units of mc. It states that Φ_L(b) tends to 1/3 + (2/3) ln 2 as b → ∞. Φ_L is defined by a closed formula, which the file takes as given and does not derive from an exchange integral. The proof sets s = √(1 + 1/b²) and rewrites Φ_L, for b > 0, in terms of s, 1/b and (ln b)/b, whose limits are 1, 0 and 0. The terms in ln b that would diverge one by one combine into a single term with a coefficient of order 1/b², so it vanishes in the limit.

Lean 4 with Mathlib refuses this proof:

```lean
import Mathlib

open Filter Topology Set

namespace LongitudinalExchange

noncomputable section

/-- Fermi energy of the relativistic gas in units of `mc²`, with `b` the Fermi momentum in
units of `mc`. -/
def eta (b : ℝ) : ℝ := √(1 + b ^ 2)

/-- Longitudinal (Coulomb) exchange factor of the relativistic electron gas, for `b > 0`. -/
def PhiL (b : ℝ) : ℝ :=
  5 / 6 + 1 / (3 * b ^ 2) + 2 * eta b * Real.arsinh b / (3 * b)
    - 2 * eta b ^ 4 * Real.log (eta b) / (3 * b ^ 4)
    - (eta b / b - Real.arsinh b / b ^ 2) ^ 2 / 2

/-- High-density limit: `Φ_L(b)` tends to `1/3 + (2/3) ln 2` as `b → ∞`. -/
theorem PhiL_high_density : Tendsto PhiL atTop (𝓝 (1 / 3 + 2 / 3 * Real.log 2)) := by
  let s : ℝ → ℝ := fun b => √(1 + b⁻¹ ^ 2)
  have hu : Tendsto (fun b : ℝ => b⁻¹) atTop (𝓝 0) := tendsto_inv_atTop_zero
  have hs : Tendsto s atTop (𝓝 1) := by
    have h := ((hu.pow 2).const_add 1).sqrt
    rw [show √(1 + (0 : ℝ) ^ 2) = 1 by norm_num] at h
    exact h
  have hv : Tendsto (fun b : ℝ => Real.log b / b) atTop (𝓝 0) :=
    Real.isLittleO_log_id_atTop.tendsto_div_nhds_zero
  have h1s := hs.const_add 1
  have hm := h1s.log (by norm_num)
  have hw := (hs.mul (h1s.add (hs.pow 2))).div h1s (by norm_num)
  have huv := hu.mul hv
  have T := ((((hu.pow 2).div_const 3).const_add (5 / 6)).add
    ((((hs.mul hm).sub ((hs.pow 4).mul (hs.log one_ne_zero))).sub (hw.mul huv)).const_mul
      (2 / 3))).sub (((hs.sub (huv.add ((hu.pow 2).mul hm))).pow 2).div_const 2)
  have R := T.congr' (f₂ := PhiL) ?_
  · convert R using 2
    rw [Real.log_one, show (1 + 1 : ℝ) = 2 by norm_num]
    ring
  filter_upwards [eventually_gt_atTop 0] with b hb
  have hb0 : b ≠ 0 := hb.ne'
  have hsp : 0 < s b := Real.sqrt_pos.mpr (by positivity)
  have hs2 : s b ^ 2 = 1 + b⁻¹ ^ 2 := Real.sq_sqrt (by positivity)
  have heta : eta b = b * s b := by
    have h : 1 + b ^ 2 = b ^ 2 * (1 + b⁻¹ ^ 2) := by
      linear_combination (-(b * b⁻¹) - 1) * mul_inv_cancel₀ hb0
    rw [eta, h, Real.sqrt_mul (sq_nonneg b), Real.sqrt_sq hb.le]
  have hA : Real.arsinh b = Real.log b + Real.log (1 + s b) := by
    rw [← Real.log_mul hb0 (by positivity), ← Real.log_exp (Real.arsinh b), Real.exp_arsinh]
    change Real.log (b + eta b) = _
    rw [heta]
    congr 1
    ring
  have hL : Real.log (eta b) = Real.log b + Real.log (s b) := by
    rw [heta, Real.log_mul hb0 hsp.ne']
  rw [PhiL, hL, hA, heta]
  generalize Real.log b = l, Real.log (1 + s b) = m, Real.log (s b) = k
  generalize s b = t at *
  have hw' : t * (1 + t + t ^ 2) / (1 + t) * (1 + t) = t * (1 + t + t ^ 2) :=
    div_mul_cancel₀ _ (by positivity)
  generalize t * (1 + t + t ^ 2) / (1 + t) = w at *
  -- the coefficient of the divergent `ln b` is of order `1/b²`
  have key : t - t ^ 4 = -w * b⁻¹ ^ 2 := by
    linear_combination (t - 1) * hw' - w * hs2
  have e1 : 2 * (b * t) * (l + m) / (3 * b) = 2 / 3 * t * (l + m) := by field_simp
  have e2 : 2 * (b * t) ^ 4 * (l + k) / (3 * b ^ 4) = 2 / 3 * t ^ 4 * (l + k) := by field_simp
  have e3 : b * t / b = t := by field_simp
  rw [e1, e2, e3]
  linear_combination (-(2 / 3) * l) * key

end

end LongitudinalExchange
```

Compiling this gives:

```
Main.lean:69:2: error: ring failed, ring expressions not equal
s : ℝ → ℝ := ⋯
hu : Tendsto (fun b => b⁻¹) atTop (𝓝 0)
hs : Tendsto s atTop (𝓝 1)
hv : Tendsto (fun b => Real.log b / b) atTop (𝓝 0)
h1s : Tendsto (fun x => 1 + s x) atTop (𝓝 (1 + 1))
hm : Tendsto (fun x => Real.log (1 + s x)) atTop (𝓝 (Real.log (1 + 1)))
hw : Tendsto ((fun x => s x * (1 + s x + s x ^ 2)) / fun x => 1 + s x) atTop (𝓝 (1 * (1 + 1 + 1 ^ 2) / (1 + 1)))
huv : Tendsto (fun x => x⁻¹ * (Real.log x / x)) atTop (𝓝 (0 * 0))
T :
  Tendsto
    (fun x =>
      5 / 6 + x⁻¹ ^ 2 / 3 +
          2 / 3 *
            (s x * Real.log (1 + s x) - s x ^ 4 * Real.log (s x) -
              ((fun x => s x * (1 + s x + s x ^ 2)) / fun x => 1 + s x) x * (x⁻¹ * (Real.log x / x))) -
        (s x - (x⁻¹ * (Real.log x / x) + x⁻¹ ^ 2 * Real.log (1 + s x))) ^ 2 / 2)
    atTop
    (𝓝
      (5 / 6 + 0 ^ 2 / 3 +
          2 / 3 * (1 * Real.log (1 + 1) - 1 ^ 4 * Real.log 1 - 1 * (1 + 1 + 1 ^ 2) / (1 + 1) * (0 * 0)) -
        (1 - (0 * 0 + 0 ^ 2 * Real.log (1 + 1))) ^ 2 / 2))
b : ℝ
hb : 0 < b
hb0 : b ≠ 0
l m k t : ℝ
hsp : 0 < t
hs2 : t ^ 2 = 1 + b⁻¹ ^ 2
heta : eta b = b * t
hA : Real.arsinh b = Real.log b + Real.log (1 + t)
hL : Real.log (eta b) = Real.log b + Real.log t
w : ℝ
hw' : w * (1 + t) = t * (1 + t + t ^ 2)
key : t - t ^ 4 = -w * b⁻¹ ^ 2
e1 : 2 * (b * t) * (l + m) / (3 * b) = 2 / 3 * t * (l + m)
e2 : 2 * (b * t) ^ 4 * (l + k) / (3 * b ^ 4) = 2 / 3 * t ^ 4 * (l + k)
e3 : b * t / b = t
⊢ b⁻¹ ^ 2 * ((fun x => s x * (1 + s x + s x ^ 2)) / fun x => 1 + s x) b * l * (-2 / 3) + b⁻¹ ^ 2 * l * w * (2 / 3) = 0
```

What went wrong. The error comes from the last `linear_combination`, which has to show that the rewritten expression equals `PhiL b`. The mathematics is right, but one quotient appears in two forms.

Without a stated type, `hw` gets its function from the division lemma as a quotient of two functions, `(fun x => …) / fun x => 1 + s x`. This passes into `T` and then into the goal, where it stands applied to `b`. Inside it `s` is applied to the bound variable `x`, so `generalize s b = t` finds nothing there to replace, and the next `generalize`, which names the quotient `w`, does not recognise it either. `ring` then treats the applied quotient and `w` as unrelated quantities. The goal left over is their difference times (2/3) b⁻² l, where `l` stands for ln b.

The repair states the type of `hw` with the division done pointwise, `s b * (1 + s b + s b ^ 2) / (1 + s b)`. The two forms are equal by definition, so the old proof term still serves. Both `generalize` steps now reach the quotient in the goal, and the terms cancel.

After these edits no error is left:

```diff
@@ -29,5 +29,7 @@
   have h1s := hs.const_add 1
   have hm := h1s.log (by norm_num)
-  have hw := (hs.mul (h1s.add (hs.pow 2))).div h1s (by norm_num)
+  have hw : Tendsto (fun b => s b * (1 + s b + s b ^ 2) / (1 + s b)) atTop
+      (𝓝 (1 * (1 + 1 + 1 ^ 2) / (1 + 1))) :=
+    (hs.mul (h1s.add (hs.pow 2))).div h1s (by norm_num)
   have huv := hu.mul hv
   have T := ((((hu.pow 2).div_const 3).const_add (5 / 6)).add
```
